# If S² = I over a field of characteristic zero, P = (I − S)/2 is a projector of rank (n − tr S)/2

When the sign iteration in my density-matrix code has converged, I compute $(n-\operatorname{tr}S)/2$, compare it with the number of orbitals I want occupied, and shift the chemical potential $\mu$ if the two differ. Here $S$ is the $n\times n$ sign matrix, not the overlap matrix. My basis is non-orthogonal and my $S$ isn't symmetric, so I can't picture $P=(I-S)/2$ as an orthogonal projector. Does the trace still count occupied orbitals, and why should it give a whole number?

## Symmetry is not needed, only S² = I

Yes, it does. First, expand the idempotency error:

$$P^2-P=\tfrac14(I-2S+S^2)-\tfrac12(I-S)=\tfrac14(S^2-I).$$

So $P^2=P$ exactly when $S^2=I$.

Next, an idempotent matrix has trace equal to its rank. Any vector splits as $x=Px+(x-Px)$, where the first part lies in the range of $P$ and the second in its kernel. The two subspaces meet only in zero: if $y=Px$ and $Py=0$, then $y=Px=P^2x=Py=0$. In a basis adapted to this splitting, $P$ is diagonal with $r=\operatorname{rank}P$ ones and otherwise zeros. The trace does not depend on the basis, so $\operatorname{tr}P=r$, whether or not the projection is orthogonal. Therefore

$$2r=2\operatorname{tr}P=n-\operatorname{tr}S.$$

For example, the non-symmetric matrix $S=\begin{pmatrix}1&2\\0&-1\end{pmatrix}$ squares to $I$ and has trace zero, so one orbital is occupied.

## Which orbitals are counted

The condition $S^2=I$ makes the count whole, but not necessarily the one you want: $S=I$ satisfies it and gives zero. The link to the Hamiltonian comes from its levels. Let the columns of an invertible matrix $V$ be eigenvectors with real energies $\varepsilon_i$, and set

$$H=V\operatorname{diag}(\varepsilon_i)V^{-1},\qquad S=V\operatorname{diag}(\operatorname{sign}(\varepsilon_i-\mu))V^{-1}.$$

If no level equals $\mu$, then $P=V\operatorname{diag}(\theta_i)V^{-1}$, with $\theta_i=1$ for $\varepsilon_i<\mu$ and $\theta_i=0$ for $\varepsilon_i>\mu$. Since $\theta_i^2=\theta_i$, $P$ is idempotent, and hence $S^2=I$. Taking traces gives

$$\operatorname{rank}P=\sum_i\theta_i,\qquad \operatorname{tr}(HP)=\sum_i\varepsilon_i\theta_i=\sum_{\varepsilon_i<\mu}\varepsilon_i.$$

A level exactly at $\mu$ would have sign zero and occupation one half, and $P$ would not be idempotent.

In your non-orthogonal basis, $H$ here stands for the inverse overlap matrix times the usual Hamiltonian matrix, and $V$ holds the generalised eigenvectors. The matrix $P$ is then the usual density matrix, with one electron per occupied orbital, multiplied on the right by the overlap matrix. For a finite, zero-temperature mean-field problem with a fixed one-particle Hamiltonian, this is the count to compare with your target. Each orbital counts once; in a spin-restricted closed-shell calculation the number of electrons is $2r$.

## The count and the levels in Lean

In the code below, `n` is the finite set of basis labels, and the dimension written $n$ above is `Fintype.card n`. The matrix $P$ is `density S`, and its `rank` is a natural number, read as an element of the field `K` when it is compared with a trace.

- `density_idempotent_iff` says that, in characteristic zero, $P^2=P$ if and only if $S^2=I$.
- `electron_count` assumes $S^2=I$ and gives both idempotency and the counting formula.
- `rank_eq_iff` says that, under the same assumption, the rank is `N` exactly when $2N=n-\operatorname{tr}S$. Characteristic zero keeps different whole numbers different in `K`, so the trace determines the count.
- `electron_count_witness` is the two-by-two example, over the rationals.

The last three rest on `trace_eq_rank`, which says over any field that an idempotent matrix has trace equal to its rank. The theorems after the two-by-two example concern complex matrices. `ofLevels V f` is $V\operatorname{diag}(f_i)V^{-1}$, so `ofLevels V ε` is the Hamiltonian and `fermiSign V ε μ` its sign matrix. The hypothesis `IsUnit V.det` says that the eigenvectors form a basis, which need not be orthogonal. The hypothesis `hμ` says that no level sits at the chemical potential. `density_fermiSign` gives the occupations, `fermi_count` gives $S^2=I$ and the number of levels below $\mu$, with degenerate levels counted separately, and `band_energy` gives the sum of their energies.

The step left to your calculation is to identify the iteration's output with this sign matrix. A numerically converged $S$ satisfies $S^2=I$ only to a tolerance, and its trace formula then need not give a whole number.

```lean
import Mathlib

open Matrix

namespace SignMatrixElectronCount

noncomputable section

variable {n K : Type*} [Fintype n] [DecidableEq n] [Field K]

/-- The density matrix `P = (1 - S)/2` built from a matrix `S`, over a field in which `2` is
not zero. -/
def density (S : Matrix n n K) : Matrix n n K := (2⁻¹ : K) • (1 - S)

/-- Over a field of characteristic zero, the density matrix `(1 - S)/2` is idempotent exactly
when `S` squares to the identity. -/
theorem density_idempotent_iff [CharZero K] (S : Matrix n n K) :
    density S * density S = density S ↔ S * S = 1 := by
  -- the idempotency error is a quarter of the error in `S² = 1`
  have key : density S * density S - density S = (4⁻¹ : K) • (S * S - 1) := by
    have hsq : (1 - S) * (1 - S) = 1 - S - S + S * S := by
      simp only [sub_mul, mul_sub, one_mul, mul_one]
      abel
    unfold density
    rw [Matrix.smul_mul, Matrix.mul_smul, hsq]
    module
  constructor
  · intro h
    have h0 : (4⁻¹ : K) • (S * S - 1) = 0 := by rw [← key, h, sub_self]
    exact sub_eq_zero.mp ((smul_eq_zero.mp h0).resolve_left (by norm_num))
  · intro h
    rw [h, sub_self, smul_zero] at key
    exact sub_eq_zero.mp key

/-- The trace of an idempotent matrix is its rank, read as an element of the field. -/
theorem trace_eq_rank {P : Matrix n n K} (h : P * P = P) : P.trace = (P.rank : K) := by
  -- `P` is a projection onto its range
  have hp : LinearMap.IsProj (LinearMap.range P.mulVecLin) P.mulVecLin :=
    ⟨fun x => ⟨x, rfl⟩, by
      rintro _ ⟨x, rfl⟩
      simp only [Matrix.mulVecLin_apply, Matrix.mulVec_mulVec, h]⟩
  have ht : LinearMap.trace K (n → K) P.mulVecLin = P.trace := by
    rw [← Matrix.toLin'_apply', LinearMap.trace_eq_matrix_trace K (Pi.basisFun K n),
      LinearMap.toMatrix_eq_toMatrix', LinearMap.toMatrix'_toLin']
  rw [← ht, hp.trace, Matrix.rank]

/-- Electron counting: over a field of characteristic zero, if `S² = 1` then `P = (1 - S)/2`
is idempotent and twice its rank is the dimension minus the trace of `S`. -/
theorem electron_count [CharZero K] {S : Matrix n n K} (hS : S * S = 1) :
    density S * density S = density S ∧
      2 * ((density S).rank : K) = (Fintype.card n : K) - S.trace := by
  have hP := (density_idempotent_iff S).2 hS
  refine ⟨hP, ?_⟩
  rw [← trace_eq_rank hP, density, Matrix.trace_smul, Matrix.trace_sub, Matrix.trace_one,
    smul_eq_mul, ← mul_assoc, mul_inv_cancel₀ (two_ne_zero : (2 : K) ≠ 0), one_mul]

/-- Over a field of characteristic zero, if `S² = 1` then the density matrix has `N` occupied
orbitals (rank `N`) exactly when `2N` equals the dimension minus the trace of `S`. -/
theorem rank_eq_iff [CharZero K] {S : Matrix n n K} (hS : S * S = 1) (N : ℕ) :
    (density S).rank = N ↔ 2 * (N : K) = (Fintype.card n : K) - S.trace := by
  rw [← (electron_count hS).2]
  constructor
  · intro h
    rw [h]
  · intro h
    have h' : (N : K) = ((density S).rank : K) :=
      mul_left_cancel₀ (two_ne_zero : (2 : K) ≠ 0) h
    exact (Nat.cast_injective h').symm

/-- The non-symmetric matrix with rows `(1, 2)` and `(0, -1)` squares to the identity, and its
density matrix has rank one. -/
theorem electron_count_witness :
    (!![1, 2; 0, -1] : Matrix (Fin 2) (Fin 2) ℚ) * !![1, 2; 0, -1] = 1 ∧
      (density (!![1, 2; 0, -1] : Matrix (Fin 2) (Fin 2) ℚ)).rank = 1 := by
  have hS : (!![1, 2; 0, -1] : Matrix (Fin 2) (Fin 2) ℚ) * !![1, 2; 0, -1] = 1 := by
    ext i j
    fin_cases i <;> fin_cases j <;> norm_num [Matrix.mul_apply, Fin.sum_univ_succ]
  refine ⟨hS, (rank_eq_iff hS 1).2 ?_⟩
  norm_num [Matrix.trace_fin_two]

/-- The operator with eigenvectors the columns of an invertible matrix `V` and real
eigenvalues `f`. -/
def ofLevels (V : Matrix n n ℂ) (f : n → ℝ) : Matrix n n ℂ :=
  V * diagonal (fun i => (f i : ℂ)) * V⁻¹

/-- The sign matrix, at chemical potential `μ`, of the Hamiltonian with levels `ε` and
eigenvectors the columns of an invertible matrix `V`. -/
def fermiSign (V : Matrix n n ℂ) (ε : n → ℝ) (μ : ℝ) : Matrix n n ℂ :=
  ofLevels V (fun i => Real.sign (ε i - μ))

/-- Operators sharing an invertible eigenvector matrix multiply level by level. -/
theorem ofLevels_mul {V : Matrix n n ℂ} (hV : IsUnit V.det) (f g : n → ℝ) :
    ofLevels V f * ofLevels V g = ofLevels V (fun i => f i * g i) := by
  calc ofLevels V f * ofLevels V g
      = V * diagonal (fun i => (f i : ℂ)) * (V⁻¹ * V) * diagonal (fun i => (g i : ℂ)) * V⁻¹ := by
        simp only [ofLevels, Matrix.mul_assoc]
    _ = ofLevels V (fun i => f i * g i) := by
        rw [Matrix.nonsing_inv_mul _ hV, Matrix.mul_one, Matrix.mul_assoc V,
          Matrix.diagonal_mul_diagonal]
        simp only [ofLevels, Complex.ofReal_mul]

/-- For an invertible eigenvector matrix, the trace is the sum of the levels. -/
theorem trace_ofLevels {V : Matrix n n ℂ} (hV : IsUnit V.det) (f : n → ℝ) :
    (ofLevels V f).trace = ∑ i, (f i : ℂ) := by
  rw [ofLevels, Matrix.trace_mul_comm, ← Matrix.mul_assoc, Matrix.nonsing_inv_mul _ hV,
    Matrix.one_mul, Matrix.trace_diagonal]

/-- If the eigenvector matrix is invertible and no level lies at `μ`, the density matrix of the
sign matrix has occupation one for levels below `μ` and zero for the others. -/
theorem density_fermiSign {V : Matrix n n ℂ} (hV : IsUnit V.det) {ε : n → ℝ} {μ : ℝ}
    (hμ : ∀ i, ε i ≠ μ) :
    density (fermiSign V ε μ) = ofLevels V (fun i => if ε i < μ then 1 else 0) := by
  -- the identity holds for the diagonal matrices of eigenvalues
  have hD : (2⁻¹ : ℂ) • (1 - diagonal (fun i => (Real.sign (ε i - μ) : ℂ))) =
      diagonal (fun i => ((if ε i < μ then 1 else 0 : ℝ) : ℂ)) := by
    ext i j
    by_cases hij : i = j
    · subst hij
      rcases lt_or_gt_of_ne (hμ i) with h | h
      · norm_num [Real.sign_of_neg (sub_neg.2 h), h]
      · norm_num [Real.sign_of_pos (sub_pos.2 h), not_lt_of_ge (le_of_lt h)]
    · simp [hij]
  simp only [density, fermiSign, ofLevels]
  rw [← hD, Matrix.mul_smul, Matrix.smul_mul, Matrix.mul_sub, Matrix.sub_mul, Matrix.mul_one,
    Matrix.mul_nonsing_inv _ hV]

/-- If the eigenvector matrix is invertible and no level lies at `μ`, the sign matrix squares to
the identity and the rank of its density matrix is the number of levels below `μ`. -/
theorem fermi_count {V : Matrix n n ℂ} (hV : IsUnit V.det) {ε : n → ℝ} {μ : ℝ}
    (hμ : ∀ i, ε i ≠ μ) :
    fermiSign V ε μ * fermiSign V ε μ = 1 ∧
      (density (fermiSign V ε μ)).rank = (Finset.univ.filter (fun i => ε i < μ)).card := by
  have hP : density (fermiSign V ε μ) * density (fermiSign V ε μ) =
      density (fermiSign V ε μ) := by
    rw [density_fermiSign hV hμ, ofLevels_mul hV]
    congr 1
    funext i
    by_cases h : ε i < μ <;> simp [h]
  refine ⟨(density_idempotent_iff _).1 hP, ?_⟩
  -- the rank is the trace, which adds up the occupations
  apply Nat.cast_injective (R := ℂ)
  rw [← trace_eq_rank hP, density_fermiSign hV hμ, trace_ofLevels hV, ← Complex.ofReal_sum,
    Finset.sum_boole, Complex.ofReal_natCast]

/-- If the eigenvector matrix is invertible and no level lies at `μ`, the trace of Hamiltonian
times density matrix is the sum of the level energies below `μ`. -/
theorem band_energy {V : Matrix n n ℂ} (hV : IsUnit V.det) {ε : n → ℝ} {μ : ℝ}
    (hμ : ∀ i, ε i ≠ μ) :
    (ofLevels V ε * density (fermiSign V ε μ)).trace =
      ∑ i ∈ Finset.univ.filter (fun i => ε i < μ), (ε i : ℂ) := by
  rw [density_fermiSign hV hμ, ofLevels_mul hV, trace_ofLevels hV, Finset.sum_filter]
  refine Finset.sum_congr rfl fun i _ => ?_
  by_cases h : ε i < μ <;> simp [h]

end

end SignMatrixElectronCount
```

```lean
#print axioms SignMatrixElectronCount.rank_eq_iff
-- 'SignMatrixElectronCount.rank_eq_iff' depends on axioms: [propext, Classical.choice, Quot.sound]
#print axioms SignMatrixElectronCount.fermi_count
-- 'SignMatrixElectronCount.fermi_count' depends on axioms: [propext, Classical.choice, Quot.sound]
#print axioms SignMatrixElectronCount.band_energy
-- 'SignMatrixElectronCount.band_energy' depends on axioms: [propext, Classical.choice, Quot.sound]
```

## From the idempotency error to the level sum

In `density_idempotent_iff`, the statement `key` is the identity $P^2-P=(S^2-I)/4$. If the left side vanishes, so does $S^2-I$, because $1/4\neq0$; the converse is direct substitution.

`trace_eq_rank` shows that $P$ maps every vector into its range and fixes every vector already there. This is what `LinearMap.IsProj` requires, and Mathlib's `hp.trace` then gives the dimension of the range as the trace, which replaces the adapted basis used above. `electron_count` combines this with linearity of the trace. `rank_eq_iff` cancels the factor two and uses `Nat.cast_injective` to return from the field to natural numbers. The witness needs only a check of the four entries of $S^2$ and the trace.

For the levels, `ofLevels_mul` cancels the inner $V^{-1}V$ in a product, so that eigenvalues multiply one by one, and `trace_ofLevels` moves $V^{-1}$ to the front inside the trace, where it cancels $V$. `density_fermiSign` first compares the diagonal matrices entry by entry, treating levels below and above $\mu$ separately, and then restores $V$ and $V^{-1}$.

`fermi_count` proves $P^2=P$ from the zero-or-one occupations and obtains $S^2=I$ from the equivalence. It then computes the rank as a trace. `band_energy` multiplies energies by occupations and sums, which leaves only the levels below $\mu$.
